# The nonrelativistic kinetic energy of an atom separates into total-mass, reduced-mass and mass-polarisation terms

An atom here is a nucleus of mass M and N light particles of masses m_i, with i = 0, …, N−1. Momenta are vectors in a real inner-product space `V`; ordinary space is the case V = ℝ³. The laboratory momenta are q₀ for the nucleus and q_i for the light particles. In Lean `q₀` is a separate variable, not the entry `q 0`.

```lean
import Mathlib

open scoped InnerProductSpace

namespace AtomicRecoil

noncomputable section

variable {V : Type*} [NormedAddCommGroup V] [InnerProductSpace ℝ V] {N : ℕ}
```

The total mass is S = M + Σ m_i.

```lean
/-- Total mass of a nucleus of mass `M` and `N` light particles of masses `m i`. -/
def totalMass (M : ℝ) (m : Fin N → ℝ) : ℝ := M + ∑ i, m i
```

The kinetic energy is T = ‖q₀‖²/(2M) + Σ ‖q_i‖²/(2m_i).

```lean
/-- Kinetic energy of a nucleus with momentum `q₀` and light particles with momenta `q i`,
for nonzero masses. -/
def kineticEnergy (M : ℝ) (m : Fin N → ℝ) (q₀ : V) (q : Fin N → V) : ℝ :=
  ‖q₀‖ ^ 2 / (2 * M) + ∑ i, ‖q i‖ ^ 2 / (2 * m i)
```

Let P be the total momentum and p_i the internal momenta. Light particle i carries a share a_i of P, and the nucleus takes the rest. With A = Σ a_i,

q_i = p_i + a_i P,  q₀ = (1 − A)P − Σ p_i.

```lean
/-- Kinetic energy, for nonzero masses, when light particle `i` has internal momentum `p i` and
carries the share `a i` of the total momentum `P`, the nucleus taking up the rest. -/
def sharedKinetic (M : ℝ) (m a : Fin N → ℝ) (P : V) (p : Fin N → V) : ℝ :=
  kineticEnergy M m ((1 - ∑ i, a i) • P - ∑ i, p i) (fun i => p i + a i • P)
```

For a_i = m_i/S, P and the p_i are the momenta conjugate to the centre of mass and to the positions of the light particles relative to the nucleus.

## Positive masses

Positivity is the physical condition on masses. By hand it permits division by M, m_i and S; the algebra needs only that these are nonzero. The first lemma supplies S > 0.

```lean
/-- The total mass is positive when all masses are positive. -/
theorem totalMass_pos {M : ℝ} {m : Fin N → ℝ} (hM : 0 < M) (hm : ∀ i, 0 < m i) :
    0 < totalMass M m :=
  add_pos_of_pos_of_nonneg hM (Finset.sum_nonneg fun i _ => (hm i).le)
```

The second needs only S ≠ 0. It finds the nuclear share when a_i = m_i/S:

1 − Σ m_i/S = (S − Σ m_i)/S = M/S.

```lean
/-- If each light particle carries its mass fraction of the total momentum, the nucleus is left
with its own mass fraction, provided the total mass is nonzero. -/
theorem nuclear_share {M : ℝ} {m : Fin N → ℝ} (hS : totalMass M m ≠ 0) :
    1 - ∑ i, m i / totalMass M m = M / totalMass M m := by
  rw [← Finset.sum_div, eq_div_iff hS, sub_mul, div_mul_cancel₀ _ hS]
  unfold totalMass
  ring
```

If a mass were zero, Lean's division would return 0 for that particle's kinetic energy, which has no physical meaning.

## A real inner product

The inner product supplies the cross terms when a sum of momenta is squared, and its symmetry lets equal pairs be collected:

‖Σ p_i‖² = Σ_i Σ_j ⟨p_i, p_j⟩ = Σ ‖p_i‖² + 2 Σ_{i<j} ⟨p_i, p_j⟩.

In the proof, `split` sorts each pair into i = j, i < j or j < i, and `hswap` identifies the two off-diagonal sums. Over the complex numbers the pair terms would be real parts of inner products.

```lean
/-- The square of a sum of momenta is the sum of the squares plus twice the sum of the scalar
products over pairs. -/
theorem norm_sq_sum (p : Fin N → V) :
    ‖∑ i, p i‖ ^ 2 = ∑ i, ‖p i‖ ^ 2 + 2 * ∑ i, ∑ j with i < j, ⟪p i, p j⟫_ℝ := by
  have split : ∀ i j, ⟪p i, p j⟫_ℝ = (if i = j then ⟪p i, p j⟫_ℝ else 0)
      + (if i < j then ⟪p i, p j⟫_ℝ else 0) + (if j < i then ⟪p j, p i⟫_ℝ else 0) := by
    intro i j
    rcases lt_trichotomy i j with h | h | h
    · rw [if_neg h.ne, if_pos h, if_neg (lt_asymm h), zero_add, add_zero]
    · subst h
      simp
    · rw [if_neg h.ne', if_neg (lt_asymm h), if_pos h, zero_add, zero_add]
      exact real_inner_comm _ _
  have hdouble : ‖∑ i, p i‖ ^ 2 = ∑ i, ∑ j, ⟪p i, p j⟫_ℝ := by
    rw [← real_inner_self_eq_norm_sq, sum_inner]
    exact Finset.sum_congr rfl fun i _ => by rw [inner_sum]
  -- the pairs below the diagonal repeat those above it
  have hswap : ∑ i, ∑ j, (if j < i then ⟪p j, p i⟫_ℝ else 0)
      = ∑ i, ∑ j, (if i < j then ⟪p i, p j⟫_ℝ else 0) := Finset.sum_comm
  rw [hdouble, Finset.sum_congr rfl (fun i _ => Finset.sum_congr rfl (fun j _ => split i j))]
  simp only [Finset.sum_add_distrib, hswap, Finset.sum_ite_eq, Finset.mem_univ, if_true,
    real_inner_self_eq_norm_sq, Finset.sum_filter]
  ring
```

The same rule expands the energy for arbitrary shares:

‖p_i + a_i P‖²/(2m_i) = ‖p_i‖²/(2m_i) + (a_i/m_i)⟨p_i, P⟩ + a_i²‖P‖²/(2m_i)

‖(1 − A)P − Σ p_i‖²/(2M) = (1 − A)²‖P‖²/(2M) − ((1 − A)/M)⟨Σ p_i, P⟩ + ‖Σ p_i‖²/(2M)

Adding the first line over i to the second leaves one coupling between P and the internal momenta:

Σ (a_i/m_i − (1 − A)/M)⟨p_i, P⟩.

In Lean, `h1` is the summed first line and `h2` collects the coupling.

```lean
/-- For arbitrary momentum shares the kinetic energy is a term in the total momentum, an internal
term, and a coupling between the two. -/
theorem kinetic_expansion (M : ℝ) (m a : Fin N → ℝ) (P : V) (p : Fin N → V) :
    sharedKinetic M m a P p =
      ‖P‖ ^ 2 * ((1 - ∑ i, a i) ^ 2 / (2 * M) + ∑ i, a i ^ 2 / (2 * m i))
      + (‖∑ i, p i‖ ^ 2 / (2 * M) + ∑ i, ‖p i‖ ^ 2 / (2 * m i))
      + ∑ i, (a i / m i - (1 - ∑ j, a j) / M) * ⟪p i, P⟫_ℝ := by
  have h1 : ∑ i, ‖p i + a i • P‖ ^ 2 / (2 * m i) = ∑ i, ‖p i‖ ^ 2 / (2 * m i)
      + ∑ i, a i / m i * ⟪p i, P⟫_ℝ + ‖P‖ ^ 2 * ∑ i, a i ^ 2 / (2 * m i) := by
    rw [Finset.mul_sum, ← Finset.sum_add_distrib, ← Finset.sum_add_distrib]
    refine Finset.sum_congr rfl fun i _ => ?_
    rw [norm_add_sq_real, real_inner_smul_right, norm_smul, mul_pow, Real.norm_eq_abs, sq_abs]
    ring
  have h2 : ∑ i, (a i / m i - (1 - ∑ j, a j) / M) * ⟪p i, P⟫_ℝ
      = ∑ i, a i / m i * ⟪p i, P⟫_ℝ - (1 - ∑ j, a j) / M * ⟪∑ i, p i, P⟫_ℝ := by
    rw [sum_inner, Finset.mul_sum, ← Finset.sum_sub_distrib]
    exact Finset.sum_congr rfl fun i _ => by ring
  have h3 : ⟪P, ∑ i, p i⟫_ℝ = ⟪∑ i, p i, P⟫_ℝ := real_inner_comm _ _
  unfold sharedKinetic kineticEnergy
  rw [h1, h2, norm_sub_sq_real, real_inner_smul_left, h3, norm_smul, mul_pow,
    Real.norm_eq_abs, sq_abs]
  ring
```

## Shares equal to mass fractions

Taking a_i = m_i/S means that, when all p_i vanish, every particle moves with the same velocity P/S. Then a_i/m_i = 1/S = (1 − A)/M, and the coupling is zero (`hc`). The coefficient of ‖P‖² becomes (`hP`)

(M/S)²/(2M) + Σ (m_i/S)²/(2m_i) = (M + Σ m_i)/(2S²) = 1/(2S).

The internal part is, by the square of the sum and `hsum`,

Σ ‖p_i‖²/(2m_i) + ‖Σ p_i‖²/(2M) = Σ ‖p_i‖²(1/m_i + 1/M)/2 + (1/M) Σ_{i<j} ⟨p_i, p_j⟩.

Here 1/m_i + 1/M is the inverse reduced mass of particle i, and the pair sum is the mass polarisation.

```lean
/-- For positive masses, the kinetic energy of a moving atom is that of its total mass, plus
reduced-mass terms for the light particles, plus the mass polarisation. -/
theorem kinetic_separation {M : ℝ} {m : Fin N → ℝ} (hM : 0 < M) (hm : ∀ i, 0 < m i)
    (P : V) (p : Fin N → V) :
    kineticEnergy M m ((M / totalMass M m) • P - ∑ i, p i)
        (fun i => p i + (m i / totalMass M m) • P) =
      ‖P‖ ^ 2 / (2 * totalMass M m) + ∑ i, ‖p i‖ ^ 2 * (1 / m i + 1 / M) / 2
        + (∑ i, ∑ j with i < j, ⟪p i, p j⟫_ℝ) / M := by
  have hS := (totalMass_pos hM hm).ne'
  have h := kinetic_expansion M m (fun i => m i / totalMass M m) P p
  simp only [sharedKinetic, nuclear_share hS] at h
  -- the `P` parts of the momenta give every particle the same velocity, so the coupling vanishes
  have e : ∀ x : ℝ, x ≠ 0 → x / totalMass M m / x = 1 / totalMass M m := by
    intro x hx
    field_simp
  have hc : ∑ i, (m i / totalMass M m / m i - M / totalMass M m / M) * ⟪p i, P⟫_ℝ = 0 :=
    Finset.sum_eq_zero fun i _ => by rw [e _ (hm i).ne', e _ hM.ne', sub_self, zero_mul]
  have e2 : ∀ x : ℝ, x ≠ 0 →
      (x / totalMass M m) ^ 2 / (2 * x) = x * (1 / (2 * totalMass M m ^ 2)) := by
    intro x hx
    field_simp
  have hP : (M / totalMass M m) ^ 2 / (2 * M) + ∑ i, (m i / totalMass M m) ^ 2 / (2 * m i)
      = 1 / (2 * totalMass M m) := by
    rw [e2 M hM.ne', Finset.sum_congr rfl (fun i _ => e2 (m i) (hm i).ne'),
      ← Finset.sum_mul, ← add_mul]
    change totalMass M m * _ = _
    field_simp
  have hsum : ∑ i, ‖p i‖ ^ 2 * (1 / m i + 1 / M) / 2
      = ∑ i, ‖p i‖ ^ 2 / (2 * m i) + (∑ i, ‖p i‖ ^ 2) / (2 * M) := by
    rw [Finset.sum_div, ← Finset.sum_add_distrib]
    exact Finset.sum_congr rfl fun i _ => by ring
  rw [h, hP, hc, norm_sq_sum, hsum]
  ring
```

Take V = ℝ, N = 2, M = 2 and both light masses 1, so S = 4. Let P = 4, `p 0` = 1 and `p 1` = 2. The laboratory momenta are `q 0` = 2, `q 1` = 3 and q₀ = 2 − 3 = −1, and

T = 1/4 + 4/2 + 9/2 = 6.75.

The separated form gives 16/8 + (1 + 4)(3/2)/2 + 2/2 = 2 + 3.75 + 1 = 6.75.

With the same P and p_i but shares zero, the laboratory momenta are q₀ = 4 − 3 = 1, `q 0` = 1 and `q 1` = 2, which is a different motion of the atom. The energy is then 1/4 + 1/2 + 4/2 = 2.75, while the P part and the internal part are 4 and 4.75. The difference, −6, is the coupling −⟨Σ p_i, P⟩/M.

## Equal light masses

For electrons all m_i equal m, so S = M + Nm. The light particles then also have a common reduced mass; for unequal masses the preceding theorem applies with separate reduced masses.

```lean
/-- The separated kinetic energy of an atom with `N` electrons of equal mass `m > 0` and a
nucleus of mass `M > 0`. -/
theorem kinetic_separation_electrons {M m : ℝ} (hM : 0 < M) (hm : 0 < m)
    (P : V) (p : Fin N → V) :
    kineticEnergy M (fun _ => m) ((M / (M + N * m)) • P - ∑ i, p i)
        (fun i => p i + (m / (M + N * m)) • P) =
      ‖P‖ ^ 2 / (2 * (M + N * m)) + ∑ i, ‖p i‖ ^ 2 * (1 / m + 1 / M) / 2
        + (∑ i, ∑ j with i < j, ⟪p i, p j⟫_ℝ) / M := by
  have hS : totalMass M (fun _ : Fin N => m) = M + N * m := by simp [totalMass]
  have h := kinetic_separation (m := fun _ : Fin N => m) hM (fun _ => hm) P p
  simp only [hS] at h
  exact h
```

In the momentum representation of quantum mechanics, the nonrelativistic kinetic energy multiplies the wavefunction by this function. Its 1/M terms underlie the normal mass shift (reduced mass) and the specific mass shift (mass polarisation), but the theorem concerns kinetic energy alone: it contains no potential, no relativistic recoil and no energy levels.

## P as the total momentum

That P is the total momentum need not be assumed. Summing the definitions gives

q₀ + Σ q_i = (M/S)P − Σ p_i + Σ p_i + (1 − M/S)P = P,

and then p_i = q_i − (m_i/S)P. Conversely, these two formulas return the original q₀ and q_i, so every set of laboratory momenta is covered. Positive masses enter only through S ≠ 0. The proof sums the relations in each direction, and `module` finishes the vector algebra.

```lean
/-- For positive masses the change of momenta is invertible: `P` is the sum of all laboratory
momenta, and `p i` is what remains of `q i` after removing its mass fraction of `P`. -/
theorem momenta_iff {M : ℝ} {m : Fin N → ℝ} (hM : 0 < M) (hm : ∀ i, 0 < m i)
    (P q₀ : V) (p q : Fin N → V) :
    (q₀ = (M / totalMass M m) • P - ∑ i, p i ∧ ∀ i, q i = p i + (m i / totalMass M m) • P) ↔
      (P = q₀ + ∑ i, q i ∧ ∀ i, p i = q i - (m i / totalMass M m) • P) := by
  have hs : ∑ i, (m i / totalMass M m) • P = (1 - M / totalMass M m) • P := by
    rw [← Finset.sum_smul, ← nuclear_share (totalMass_pos hM hm).ne', sub_sub_cancel]
  constructor
  · rintro ⟨h0, h⟩
    have hq : ∑ i, q i = ∑ i, p i + (1 - M / totalMass M m) • P := by
      rw [← hs, ← Finset.sum_add_distrib]
      exact Finset.sum_congr rfl fun i _ => h i
    refine ⟨?_, fun i => by rw [h i, add_sub_cancel_right]⟩
    rw [h0, hq]
    module
  · rintro ⟨h0, h⟩
    have hp : ∑ i, p i = ∑ i, q i - (1 - M / totalMass M m) • P := by
      rw [← hs, ← Finset.sum_sub_distrib]
      exact Finset.sum_congr rfl fun i _ => h i
    have h1 : q₀ = P - ∑ i, q i := eq_sub_of_add_eq h0.symm
    refine ⟨?_, fun i => by rw [h i, sub_add_cancel]⟩
    rw [hp, h1]
    module
```

## A nonzero momentum space

`Nontrivial V` says that some momentum v ≠ 0 exists. It is needed to show that, among the shares a_i, only the mass fractions separate the energy. Separation means

T(P, p) = T(P, 0) + T(0, p) for all P and p,

which by the expansion says that the coupling always vanishes (`key`).

Set P = v, p_i = v for one i, and every other internal momentum to zero; `Pi.single i v` is this choice. With t = (1 − A)/M, the coupling is (a_i/m_i − t)‖v‖² = 0, so a_i = t m_i. Summing gives A = t Σ m_i. Since tM = 1 − A, adding the two gives tS = 1, hence a_i = m_i/S. The other direction is the cancellation already found.

If V contained only the zero vector, every energy would vanish and any shares would separate it, so for N ≥ 1 the equivalence would fail. The comparison covers only the family of momenta defined by the shares a_i, not every linear change of variables.

```lean
/-- For positive masses and a nonzero momentum space, the kinetic energy splits into a part from
`P` and a part from the `p i`, for all momenta, exactly when the shares are the mass fractions. -/
theorem decoupling_iff [Nontrivial V] {M : ℝ} {m : Fin N → ℝ} (hM : 0 < M)
    (hm : ∀ i, 0 < m i) (a : Fin N → ℝ) :
    (∀ (P : V) (p : Fin N → V),
      sharedKinetic M m a P p = sharedKinetic M m a P 0 + sharedKinetic M m a 0 p) ↔
      ∀ i, a i = m i / totalMass M m := by
  have hS := (totalMass_pos hM hm).ne'
  have key : ∀ (P : V) (p : Fin N → V),
      (sharedKinetic M m a P p = sharedKinetic M m a P 0 + sharedKinetic M m a 0 p) ↔
        ∑ i, (a i / m i - (1 - ∑ j, a j) / M) * ⟪p i, P⟫_ℝ = 0 := by
    intro P p
    simp only [kinetic_expansion, Pi.zero_apply, norm_zero, inner_zero_left, inner_zero_right,
      Finset.sum_const_zero, mul_zero, zero_mul, zero_div, zero_pow two_ne_zero, add_zero,
      zero_add]
    constructor <;> intro h <;> linarith
  constructor
  · intro h
    obtain ⟨v, hv⟩ := exists_ne (0 : V)
    obtain ⟨t, ht⟩ : ∃ t, t = (1 - ∑ j, a j) / M := ⟨_, rfl⟩
    -- test the coupling with a single nonzero internal momentum
    have ha : ∀ i, a i = t * m i := by
      intro i
      have h1 := (key v (Pi.single i v)).1 (h _ _)
      have h2 : ∑ k, (a k / m k - (1 - ∑ j, a j) / M) * ⟪(Pi.single i v : Fin N → V) k, v⟫_ℝ
          = (a i / m i - (1 - ∑ j, a j) / M) * ‖v‖ ^ 2 := by
        rw [Finset.sum_eq_single i]
        · rw [Pi.single_eq_same, real_inner_self_eq_norm_sq]
        · intro k _ hk
          rw [Pi.single_eq_of_ne hk, inner_zero_left, mul_zero]
        · intro hi
          exact absurd (Finset.mem_univ i) hi
      rw [h2] at h1
      have h3 := (mul_eq_zero.1 h1).resolve_right (pow_ne_zero 2 (norm_ne_zero_iff.2 hv))
      rw [ht]
      exact (div_eq_iff (hm i).ne').1 (sub_eq_zero.1 h3)
    have hA : ∑ i, a i = t * ∑ i, m i := by
      rw [Finset.mul_sum]
      exact Finset.sum_congr rfl fun i _ => ha i
    have htM : t * M = 1 - ∑ j, a j := by rw [ht, div_mul_cancel₀ _ hM.ne']
    have hT : t * totalMass M m = 1 := by
      unfold totalMass
      linear_combination htM - hA
    intro i
    rw [eq_div_iff hS, ha i]
    linear_combination m i * hT
  · intro h P p
    have hA : ∑ i, a i = ∑ i, m i / totalMass M m := Finset.sum_congr rfl fun i _ => h i
    have e : ∀ x : ℝ, x ≠ 0 → x / totalMass M m / x = 1 / totalMass M m := by
      intro x hx
      field_simp
    rw [key, hA, nuclear_share hS]
    exact Finset.sum_eq_zero fun i _ => by
      rw [h i, e _ (hm i).ne', e _ hM.ne', sub_self, zero_mul]

end

end AtomicRecoil
```

```lean
#print axioms AtomicRecoil.kinetic_separation
-- 'AtomicRecoil.kinetic_separation' depends on axioms: [propext, Classical.choice, Quot.sound]
#print axioms AtomicRecoil.kinetic_separation_electrons
-- 'AtomicRecoil.kinetic_separation_electrons' depends on axioms: [propext, Classical.choice, Quot.sound]
#print axioms AtomicRecoil.momenta_iff
-- 'AtomicRecoil.momenta_iff' depends on axioms: [propext, Classical.choice, Quot.sound]
#print axioms AtomicRecoil.decoupling_iff
-- 'AtomicRecoil.decoupling_iff' depends on axioms: [propext, Classical.choice, Quot.sound]
```
